# A bound on the residual after one Anderson step for smooth Lipschitz maps

An Anderson step can predict a residual of zero and still not land on a fixed point. Take $g(t)=t^2/2$, with residual $f(t)=g(t)-t$, and the two inputs $1$ and $-1$. Their residuals are $-1/2$ and $3/2$, and the weights $3/4$ and $1/4$ combine them to zero. The same weights applied to the outputs give the new iterate $1/2$, whose residual is $-3/8$. The theorem below bounds the new residual by a multiple of the combined one plus a term that depends on the curvature of $g$, the weights and the distance between the inputs.

## New residual against mixed residual

Let $g$ map a real normed space to itself, and let $f(x)=g(x)-x$. For inputs $x,y$ and a real number $a$, define the mixed input and the new iterate

$$w=(1-a)x+ay,\qquad z=(1-a)g(x)+a\,g(y).$$

Suppose that $x,y,w,z$ lie in a convex region $D$ on which $g$ is differentiable and $c$-Lipschitz, with an $L$-Lipschitz derivative $g'$. Then

$$\|f(z)\|\le c\,\|(1-a)f(x)+a f(y)\|+\tfrac L2|a(1-a)|\,\|x-y\|^2 .$$

For hypotheses on the whole space, the file also states the bound with the factor $|a|(1+|a|)$, which is never smaller than $|a(1-a)|$.

## Where SCF mixing uses the forecast

In a self-consistent field code, $x$ may be a density or a potential and $g(x)$ the output of one cycle. Choosing $a$ to minimise the mixed residual is meant to make the new residual small as well. For an undamped step with known $c$ and $L$, the bound gives a sufficient condition: both $c$ times the mixed residual and $\tfrac L2|a(1-a)|\|x-y\|^2$ are small. The second term is small when, for example, the inputs are close together and $a$ is of moderate size. This gives a reason to watch the size of the coefficients as well as the least-squares residual.

## Expansion about the middle point

**Linearisation.** For $x,y\in D$ and $0\le t\le1$, let

$$e(t)=g(x+t(y-x))-g(x)-t\,g'(x)(y-x).$$

Then $e(0)=0$ and $\|e'(t)\|\le Lt\|y-x\|^2$. Comparison with $\tfrac L2t^2\|y-x\|^2$ gives $\|e(1)\|\le\tfrac L2\|y-x\|^2$.

**Mixing error.** Put $d=x-y$. For $0\le a\le1$, expand about $w$, where $x-w=ad$ and $y-w=(a-1)d$. The linear terms cancel in the weighted sum, so

$$\|z-g(w)\|\le\tfrac L2\left[(1-a)a^2+a(1-a)^2\right]\|d\|^2=\tfrac L2a(1-a)\|d\|^2.$$

For $a\ge1$, the middle point is $y$, and $w-y=(1-a)d$. Then

$$g(w)-z=[g(w)-g(y)-(1-a)g'(y)d]+(a-1)[g(x)-g(y)-g'(y)d],$$

which is at most $\tfrac L2[(a-1)^2+(a-1)]\|d\|^2=\tfrac L2a(a-1)\|d\|^2$ in norm. For $a\le0$, exchange $x$ with $y$ and $a$ with $1-a$.

**Residual.** Since $z-w=(1-a)f(x)+af(y)$, the split

$$f(z)=[g(z)-g(w)]+[g(w)-z]$$

gives the bound: the Lipschitz condition controls the first bracket and the mixing error the second. The global form follows from $|1-a|\le1+|a|$.

**Residuals alone.** If $c<1$, then $x-y=[g(x)-g(y)]-[f(x)-f(y)]$ gives $\|x-y\|\le\|f(x)-f(y)\|/(1-c)$, which can replace the distance in the bound.

**More inputs.** For inputs $p_i$ with real weights $\alpha_i$ that sum to one, let $w=\sum_i\alpha_ip_i$. Expansion about $w$ cancels the linear terms and leaves an error of at most $\tfrac L2\sum_i|\alpha_i|\|p_i-w\|^2$.

**Equality.** For $g(t)=\tfrac L2t^2+\beta t+\gamma$ with $L\ge0$, a zero mixed residual makes $z=w$. Direct expansion then gives $|f(z)|=\tfrac L2|a(1-a)|(x-y)^2$, as in the opening example.

## The Lean file

```lean
import Mathlib

open Set

namespace AndersonResidual

noncomputable section

variable {E : Type*} [NormedAddCommGroup E] [NormedSpace ℝ E]

/-- The self-consistency residual `f(x) = g(x) - x` of a fixed-point map `g`. -/
def residual (g : E → E) (x : E) : E := g x - x

/-- The affine mixture `(1 - a) x + a y`; the real number `a` may lie outside `[0, 1]`. -/
def mix (a : ℝ) (x y : E) : E := (1 - a) • x + a • y

/-- The depth-one Anderson iterate `(1 - a) g(x) + a g(y)`. -/
def andersonStep (g : E → E) (a : ℝ) (x y : E) : E := mix a (g x) (g y)

/-- On the convex region `D` the map `g` has derivative `g'`, and `g'` is Lipschitz
with constant `L`. -/
structure SmoothOn (g : E → E) (g' : E → E →L[ℝ] E) (L : ℝ) (D : Set E) : Prop where
  convex : Convex ℝ D
  hasDeriv : ∀ x ∈ D, HasFDerivAt g (g' x) x
  lipschitz : ∀ x ∈ D, ∀ y ∈ D, ‖g' x - g' y‖ ≤ L * ‖x - y‖

variable {g : E → E} {g' : E → E →L[ℝ] E} {L c a : ℝ} {D : Set E} {x y : E}

/-- For a map with `L`-Lipschitz derivative on a convex region, linearisation about `x`
errs at `y` by at most `(L/2) ‖y - x‖²`, for `x` and `y` in the region. -/
theorem linearisation_error (h : SmoothOn g g' L D) (hx : x ∈ D) (hy : y ∈ D) :
    ‖g y - g x - g' x (y - x)‖ ≤ L / 2 * ‖y - x‖ ^ 2 := by
  have hseg : ∀ t ∈ Icc (0 : ℝ) 1, x + t • (y - x) ∈ D :=
    fun t ht => h.convex.add_smul_sub_mem hx hy ht
  -- derivative of the error along the segment from x to y
  have hd : ∀ t ∈ Icc (0 : ℝ) 1,
      HasDerivAt (fun t : ℝ => g (x + t • (y - x)) - g x - t • g' x (y - x))
        (g' (x + t • (y - x)) (y - x) - g' x (y - x)) t := by
    intro t ht
    have h1 : HasDerivAt (fun t : ℝ => x + t • (y - x)) (y - x) t :=
      (((hasDerivAt_id' t).smul_const (y - x)).const_add x).congr_deriv (one_smul ℝ _)
    have h2 := (h.hasDeriv _ (hseg t ht)).comp_hasDerivAt t h1
    have h3 : HasDerivAt (fun t : ℝ => t • g' x (y - x)) (g' x (y - x)) t :=
      ((hasDerivAt_id' t).smul_const (g' x (y - x))).congr_deriv (one_smul ℝ _)
    exact (h2.sub_const (g x)).sub h3
  have hB : ∀ t : ℝ, HasDerivAt (fun t : ℝ => L / 2 * ‖y - x‖ ^ 2 * (t * t))
      (L * ‖y - x‖ ^ 2 * t) t := fun t =>
    (((hasDerivAt_id' t).fun_mul (hasDerivAt_id' t)).const_mul
      (L / 2 * ‖y - x‖ ^ 2)).congr_deriv (by ring)
  have hb : ∀ t ∈ Ico (0 : ℝ) 1,
      ‖g' (x + t • (y - x)) (y - x) - g' x (y - x)‖ ≤ L * ‖y - x‖ ^ 2 * t := by
    intro t ht
    have h1 := h.lipschitz _ (hseg t ⟨ht.1, ht.2.le⟩) x hx
    rw [add_sub_cancel_left, norm_smul, Real.norm_eq_abs, abs_of_nonneg ht.1] at h1
    calc ‖g' (x + t • (y - x)) (y - x) - g' x (y - x)‖
        = ‖(g' (x + t • (y - x)) - g' x) (y - x)‖ := rfl
      _ ≤ ‖g' (x + t • (y - x)) - g' x‖ * ‖y - x‖ := ContinuousLinearMap.le_opNorm _ _
      _ ≤ L * (t * ‖y - x‖) * ‖y - x‖ := mul_le_mul_of_nonneg_right h1 (norm_nonneg _)
      _ = L * ‖y - x‖ ^ 2 * t := by ring
  have key := image_norm_le_of_norm_deriv_right_le_deriv_boundary
    (fun t ht => (hd t ht).continuousAt.continuousWithinAt)
    (fun t ht => (hd t ⟨ht.1, ht.2.le⟩).hasDerivWithinAt)
    (by simp) hB hb (right_mem_Icc.mpr zero_le_one)
  simpa only [one_smul, add_sub_cancel, mul_one] using key

/-- Extrapolation beyond `y` (`a ≥ 1`): the output at the mixed input differs from the mixed outputs
by at most `(L/2) a (a - 1) ‖x - y‖²`, if `x`, `y` and the mixed input lie in a convex region `D` on
which `g` has an `L`-Lipschitz derivative. -/
theorem extrapolation_error (h : SmoothOn g g' L D) (hx : x ∈ D) (hy : y ∈ D)
    (hw : mix a x y ∈ D) (ha : 1 ≤ a) :
    ‖g (mix a x y) - andersonStep g a x y‖ ≤ L / 2 * (a * (a - 1)) * ‖x - y‖ ^ 2 := by
  -- expand about y, which lies between x and the mixed input
  have T1 := linearisation_error h hy hx
  have T2 := linearisation_error h hy hw
  have e : mix a x y - y = (1 - a) • (x - y) := by simp only [mix]; module
  rw [e, map_smul, norm_smul, mul_pow, Real.norm_eq_abs, sq_abs] at T2
  have ha' : 0 ≤ a - 1 := by linarith
  calc ‖g (mix a x y) - andersonStep g a x y‖
      = ‖(g (mix a x y) - g y - (1 - a) • g' y (x - y))
          + (a - 1) • (g x - g y - g' y (x - y))‖ := by
        congr 1
        rw [andersonStep, mix.eq_1 a (g x) (g y)]
        module
    _ ≤ ‖g (mix a x y) - g y - (1 - a) • g' y (x - y)‖
          + (a - 1) * ‖g x - g y - g' y (x - y)‖ := by
        refine (norm_add_le _ _).trans_eq ?_
        rw [norm_smul (a - 1), Real.norm_eq_abs, abs_of_nonneg ha']
    _ ≤ L / 2 * ((1 - a) ^ 2 * ‖x - y‖ ^ 2) + (a - 1) * (L / 2 * ‖x - y‖ ^ 2) :=
        add_le_add T2 (mul_le_mul_of_nonneg_left T1 ha')
    _ = L / 2 * (a * (a - 1)) * ‖x - y‖ ^ 2 := by ring

/-- For every real `a`, the output at the mixed input differs from the mixed outputs by at most
`(L/2) |a (1 - a)| ‖x - y‖²`, if `x`, `y` and the mixed input lie in a convex region `D` on which
`g` has an `L`-Lipschitz derivative. -/
theorem mixing_error (h : SmoothOn g g' L D) (hx : x ∈ D) (hy : y ∈ D)
    (hw : mix a x y ∈ D) :
    ‖g (mix a x y) - andersonStep g a x y‖ ≤ L / 2 * |a * (1 - a)| * ‖x - y‖ ^ 2 := by
  rcases le_total 1 a with h1 | h1
  · have k := extrapolation_error h hx hy hw h1
    rw [abs_of_nonpos (by nlinarith)]
    linarith
  rcases le_total a 0 with h0 | h0
  · -- exchange the roles of x and y
    have s : ∀ u v : E, mix (1 - a) v u = mix a u v := by
      intro u v
      simp only [mix]
      module
    have k := extrapolation_error (a := 1 - a) h hy hx (by rwa [s]) (by linarith)
    rw [andersonStep, s, s, norm_sub_rev y x] at k
    rw [abs_of_nonpos (by nlinarith), andersonStep]
    linarith
  · -- interpolation: expand about the mixed input
    have T1 := linearisation_error h hw hx
    have T2 := linearisation_error h hw hy
    have e1 : x - mix a x y = a • (x - y) := by simp only [mix]; module
    have e2 : y - mix a x y = (a - 1) • (x - y) := by simp only [mix]; module
    rw [e1, map_smul, norm_smul, mul_pow, Real.norm_eq_abs, sq_abs] at T1
    rw [e2, map_smul, norm_smul, mul_pow, Real.norm_eq_abs, sq_abs] at T2
    have h1' : 0 ≤ 1 - a := by linarith
    rw [abs_of_nonneg (mul_nonneg h0 h1'), norm_sub_rev]
    calc ‖andersonStep g a x y - g (mix a x y)‖
        = ‖(1 - a) • (g x - g (mix a x y) - a • g' (mix a x y) (x - y))
            + a • (g y - g (mix a x y) - (a - 1) • g' (mix a x y) (x - y))‖ := by
          congr 1
          rw [andersonStep, mix.eq_1 a (g x) (g y)]
          module
      _ ≤ (1 - a) * ‖g x - g (mix a x y) - a • g' (mix a x y) (x - y)‖
            + a * ‖g y - g (mix a x y) - (a - 1) • g' (mix a x y) (x - y)‖ := by
          refine (norm_add_le _ _).trans_eq ?_
          rw [norm_smul (1 - a), norm_smul a, Real.norm_eq_abs, Real.norm_eq_abs,
            abs_of_nonneg h1', abs_of_nonneg h0]
      _ ≤ (1 - a) * (L / 2 * (a ^ 2 * ‖x - y‖ ^ 2))
            + a * (L / 2 * ((a - 1) ^ 2 * ‖x - y‖ ^ 2)) :=
          add_le_add (mul_le_mul_of_nonneg_left T1 h1') (mul_le_mul_of_nonneg_left T2 h0)
      _ = L / 2 * (a * (1 - a)) * ‖x - y‖ ^ 2 := by ring

/-- Let `g` be `c`-Lipschitz with `L`-Lipschitz derivative on a convex region that contains `x`,
`y`, their mixture and the Anderson iterate. The new residual is at most `c` times the mixed
residual plus `(L/2) |a (1 - a)| ‖x - y‖²`. -/
theorem anderson_residual_bound (h : SmoothOn g g' L D)
    (hc : ∀ u ∈ D, ∀ v ∈ D, ‖g u - g v‖ ≤ c * ‖u - v‖) (hx : x ∈ D) (hy : y ∈ D)
    (hw : mix a x y ∈ D) (hz : andersonStep g a x y ∈ D) :
    ‖residual g (andersonStep g a x y)‖ ≤
      c * ‖mix a (residual g x) (residual g y)‖ + L / 2 * |a * (1 - a)| * ‖x - y‖ ^ 2 := by
  have e : andersonStep g a x y - mix a x y = mix a (residual g x) (residual g y) := by
    simp only [andersonStep, mix, residual]
    module
  have k := hc _ hz _ hw
  rw [e] at k
  rw [residual, ← sub_add_sub_cancel _ (g (mix a x y)) _]
  exact (norm_add_le _ _).trans (add_le_add k (mixing_error h hx hy hw))

/-- If `g` is differentiable and `c`-Lipschitz on the whole space, with `L`-Lipschitz derivative,
the new residual is at most `c` times the mixed residual plus
`(L/2) |a| (1 + |a|) ‖x - y‖²`. -/
theorem anderson_residual_bound_global (hg : Differentiable ℝ g)
    (hc : ∀ u v, ‖g u - g v‖ ≤ c * ‖u - v‖)
    (hL : ∀ u v, ‖fderiv ℝ g u - fderiv ℝ g v‖ ≤ L * ‖u - v‖) (a : ℝ) (x y : E) :
    ‖residual g (andersonStep g a x y)‖ ≤
      c * ‖mix a (residual g x) (residual g y)‖
        + L / 2 * |a| * (1 + |a|) * ‖x - y‖ ^ 2 := by
  have h : SmoothOn g (fderiv ℝ g) L univ :=
    ⟨convex_univ, fun u _ => (hg u).hasFDerivAt, fun u _ v _ => hL u v⟩
  have k := anderson_residual_bound (a := a) h (fun u _ v _ => hc u v)
    (mem_univ x) (mem_univ y) (mem_univ _) (mem_univ _)
  have p : 0 ≤ L * ‖x - y‖ * ‖x - y‖ :=
    mul_nonneg ((norm_nonneg _).trans (hL x y)) (norm_nonneg _)
  have q : |1 - a| ≤ 1 + |a| := by
    rw [abs_le]
    constructor <;> linarith [le_abs_self a, neg_abs_le a]
  have r := mul_le_mul_of_nonneg_left (mul_le_mul_of_nonneg_left q (abs_nonneg a)) p
  rw [abs_mul] at k
  linarith

/-- Let `g` be `c`-Lipschitz with `c < 1`, and have an `L`-Lipschitz derivative, on a convex region
that contains `x`, `y`, their mixture and the Anderson iterate. With `f` the residual of `g`, the
new residual is at most `c` times the mixed residual plus
`(L/2) |a (1 - a)| (‖f(x) - f(y)‖ / (1 - c))²`. -/
theorem anderson_bound_by_residuals (h : SmoothOn g g' L D)
    (hc : ∀ u ∈ D, ∀ v ∈ D, ‖g u - g v‖ ≤ c * ‖u - v‖) (hc1 : c < 1)
    (hx : x ∈ D) (hy : y ∈ D) (hw : mix a x y ∈ D) (hz : andersonStep g a x y ∈ D) :
    ‖residual g (andersonStep g a x y)‖ ≤
      c * ‖mix a (residual g x) (residual g y)‖
        + L / 2 * |a * (1 - a)| * (‖residual g x - residual g y‖ / (1 - c)) ^ 2 := by
  have k := anderson_residual_bound h hc hx hy hw hz
  rcases eq_or_ne x y with rfl | hne
  · simpa using k
  have hpos : 0 < ‖x - y‖ := norm_pos_iff.mpr (sub_ne_zero.mpr hne)
  have hL : 0 ≤ L :=
    nonneg_of_mul_nonneg_left ((norm_nonneg _).trans (h.lipschitz x hx y hy)) hpos
  -- a contraction lets the residual difference control the distance
  have d : ‖x - y‖ ≤ ‖residual g x - residual g y‖ / (1 - c) := by
    rw [le_div_iff₀ (by linarith)]
    have e : x - y = (g x - g y) - (residual g x - residual g y) := by
      simp only [residual]
      abel
    have t := norm_sub_le (g x - g y) (residual g x - residual g y)
    rw [← e] at t
    linarith [hc x hx y hy]
  refine k.trans ?_
  gcongr

/-- Any depth: for real weights that sum to one, the new residual is at most `c` times the mixed
residual plus `(L/2) ∑ |αᵢ| ‖xᵢ - w‖²`. Here `g` is `c`-Lipschitz on a convex `D` with `L`-Lipschitz
derivative, and `D` contains the inputs `xᵢ`, the mixed input `w` and the iterate `z`. -/
theorem anderson_residual_bound_depth {ι : Type*} [Fintype ι] {α : ι → ℝ} {p : ι → E}
    {w z : E} (h : SmoothOn g g' L D)
    (hc : ∀ u ∈ D, ∀ v ∈ D, ‖g u - g v‖ ≤ c * ‖u - v‖) (hα : ∑ i, α i = 1)
    (hp : ∀ i, p i ∈ D) (hw : w = ∑ i, α i • p i) (hz : z = ∑ i, α i • g (p i))
    (hwD : w ∈ D) (hzD : z ∈ D) :
    ‖residual g z‖ ≤ c * ‖∑ i, α i • residual g (p i)‖
      + L / 2 * ∑ i, |α i| * ‖p i - w‖ ^ 2 := by
  have hs : ∀ v : E, ∑ i, α i • v = v := fun v => by
    rw [← Finset.sum_smul, hα, one_smul]
  have e : z - w = ∑ i, α i • residual g (p i) := by
    simp only [residual, smul_sub, Finset.sum_sub_distrib]
    rw [← hz, ← hw]
  -- the linear terms cancel because w is the weighted mean
  have hlin : ∑ i, α i • g' w (p i - w) = 0 := by
    have h0 : ∑ i, α i • (p i - w) = 0 := by
      simp only [smul_sub, Finset.sum_sub_distrib, hs]
      rw [← hw, sub_self]
    have h1 := congrArg (g' w) h0
    simpa only [map_sum, map_smul, map_zero] using h1
  have e2 : z - g w = ∑ i, α i • (g (p i) - g w - g' w (p i - w)) := by
    simp only [smul_sub (α _) (_ - _) (g' w _), smul_sub (α _) (g _) (g w),
      Finset.sum_sub_distrib, hs, hlin, sub_zero]
    rw [← hz]
  have b : ‖g w - z‖ ≤ L / 2 * ∑ i, |α i| * ‖p i - w‖ ^ 2 := by
    rw [norm_sub_rev, e2, Finset.mul_sum]
    refine (norm_sum_le _ _).trans (Finset.sum_le_sum fun i _ => ?_)
    rw [norm_smul, Real.norm_eq_abs]
    have t := mul_le_mul_of_nonneg_left (linearisation_error h hwD (hp i)) (abs_nonneg (α i))
    linarith
  have k := hc z hzD w hwD
  rw [e] at k
  rw [residual, ← sub_add_sub_cancel _ (g w) _]
  exact (norm_add_le _ _).trans (add_le_add k b)

/-- The scalar quadratic model map `t ↦ (L/2) t² + β t + γ`. -/
def quadMap (L β γ t : ℝ) : ℝ := L / 2 * t ^ 2 + β * t + γ

/-- For `L ≥ 0` the quadratic map has `L`-Lipschitz derivative `L t + β` on `[-r, r]`, and is
itself Lipschitz there with constant `L r + |β|`. -/
theorem quadMap_witness {L : ℝ} (hL : 0 ≤ L) (β γ r : ℝ) :
    SmoothOn (quadMap L β γ) (fun t => (L * t + β) • ContinuousLinearMap.id ℝ ℝ) L
      (Icc (-r) r) ∧
    ∀ u ∈ Icc (-r) r, ∀ v ∈ Icc (-r) r,
      ‖quadMap L β γ u - quadMap L β γ v‖ ≤ (L * r + |β|) * ‖u - v‖ := by
  refine ⟨⟨convex_Icc _ _, fun t _ => ?_, fun s _ t _ => ?_⟩, fun u hu v hv => ?_⟩
  · have d : HasDerivAt (fun t : ℝ => L / 2 * (t * t) + β * t + γ) (L * t + β) t :=
      (((((hasDerivAt_id' t).fun_mul (hasDerivAt_id' t)).const_mul (L / 2)).fun_add
        ((hasDerivAt_id' t).const_mul β)).add_const γ).congr_deriv (by ring)
    have e : quadMap L β γ = fun t : ℝ => L / 2 * (t * t) + β * t + γ := by
      funext t
      simp only [quadMap]
      ring
    rw [e]
    exact d.hasFDerivAt.congr_fderiv (by ext; simp)
  · rw [← sub_smul, norm_smul, ContinuousLinearMap.norm_id, mul_one,
      show L * s + β - (L * t + β) = L * (s - t) by ring, norm_mul,
      Real.norm_eq_abs L, abs_of_nonneg hL]
  · have e : quadMap L β γ u - quadMap L β γ v = (L / 2 * (u + v) + β) * (u - v) := by
      simp only [quadMap]
      ring
    rw [e, norm_mul]
    refine mul_le_mul_of_nonneg_right ?_ (norm_nonneg _)
    rw [Real.norm_eq_abs, abs_le]
    have h1 := mul_le_mul_of_nonneg_left (add_le_add hu.2 hv.2) hL
    have h2 := mul_le_mul_of_nonneg_left (add_le_add hu.1 hv.1) hL
    constructor <;> linarith [le_abs_self β, neg_abs_le β]

/-- Sharpness: for the quadratic map with `L ≥ 0`, if `a` makes the mixed residual vanish, then
the new residual has size exactly `(L/2) |a (1 - a)| (x - y)²`. -/
theorem quadMap_sharp {L β γ a x y : ℝ} (hL : 0 ≤ L)
    (h : mix a (residual (quadMap L β γ) x) (residual (quadMap L β γ) y) = 0) :
    |residual (quadMap L β γ) (andersonStep (quadMap L β γ) a x y)| =
      L / 2 * |a * (1 - a)| * (x - y) ^ 2 := by
  -- a vanishing mixed residual makes the iterate equal to the mixed input
  have hz : andersonStep (quadMap L β γ) a x y = mix a x y := by
    simp only [andersonStep, mix, residual, smul_eq_mul] at h ⊢
    linear_combination h
  have key : quadMap L β γ (mix a x y) - andersonStep (quadMap L β γ) a x y =
      -(L / 2 * (a * (1 - a)) * (x - y) ^ 2) := by
    simp only [andersonStep, mix, quadMap, smul_eq_mul]
    ring
  rw [hz] at key
  rw [hz, residual, key, abs_neg, abs_mul, abs_mul, abs_of_nonneg (by positivity : 0 ≤ L / 2),
    abs_of_nonneg (sq_nonneg (x - y))]

end

end AndersonResidual
```

```lean
#print axioms AndersonResidual.anderson_residual_bound_global
#print axioms AndersonResidual.anderson_bound_by_residuals
#print axioms AndersonResidual.anderson_residual_bound_depth
#print axioms AndersonResidual.quadMap_sharp
```

```
'AndersonResidual.anderson_residual_bound_global' depends on axioms: [propext, Classical.choice, Quot.sound]
'AndersonResidual.anderson_bound_by_residuals' depends on axioms: [propext, Classical.choice, Quot.sound]
'AndersonResidual.anderson_residual_bound_depth' depends on axioms: [propext, Classical.choice, Quot.sound]
'AndersonResidual.quadMap_sharp' depends on axioms: [propext, Classical.choice, Quot.sound]
```

## One step, with its constants given

`E` is any real normed space, of finite or infinite dimension. `residual` is $f$, `mix a x y` is $w$ and `andersonStep g a x y` is $z$. `SmoothOn` holds the convexity of $D$, the derivative and its Lipschitz bound in operator norm; `hc` is the Lipschitz condition on $g$ itself.

`linearisation_error` uses a mean-value comparison in place of an integral. `extrapolation_error` treats $a\ge1$, and `mixing_error` joins the three ranges of $a$. In these proofs `module` checks the vector identities and `calc` follows the estimates. `anderson_residual_bound` makes the final split, and the next three theorems give the global, residual-only and many-input forms. `quadMap_witness` shows that a quadratic meets the smoothness and Lipschitz hypotheses on an interval, and `quadMap_sharp` proves the equality.

The constants $c$ and $L$ stand for the strength and the nonlinearity of the SCF response. They are assumed, as is the membership of $w$ and $z$ in $D$; the file gives no method for estimating or checking them in an SCF calculation. The weights are given, not computed by least squares. Damping and rounding are absent, and a bound on one step does not establish convergence of the iteration.
